# A bound state at positive energy in a potential that vanishes at infinity

A particle lives on x ≥ 0 behind a hard wall at the origin, and I call a state bound if it vanishes at the wall and is square integrable. When V → 0 at infinity I stop looking for such states at E = 0, because above that the particle should escape. Now I have been shown I = 1 + 2x − sin 2x with V = −2 (log I)″, and φ = sin(x)/I looks normalisable at E = 1. Is this a genuine bound state? And does E = 1 really lie among scattering energies, or could this potential have opened a gap there?

## A normalisable state with standing waves at all other positive energies

The second question needs a decision about what "among scattering energies" means. Here it means that at every other energy q² > 0 there is a solution that vanishes at the wall and approaches sin(qx) far away. This speaks of solutions of the differential equation, not of the spectrum of an operator. In that sense the answer to both questions is yes: the state is bound, and there is no gap around it.

Take units with ħ²/2m = 1, and let k > 0 and a > 0; your example is k = a = 1. Put

I(x) = a + 2kx − sin 2kx, V = −2 (log I)″, φ = sin(kx)/I.

Since sin t ≤ t for t ≥ 0, I ≥ a > 0 on the half-line. Its derivative is

I′ = 2k − 2k cos 2kx = 4k sin²(kx).

Hence (log I)′ = I′/I = 4k sin(kx) φ, and

V = −8k [k cos(kx) φ + sin(kx) φ′].

The quotient rule gives

φ′ = k cos(kx)/I − 4k sin(kx) φ².

Differentiating again,

φ″ = −k²φ − 4k² cos(kx) φ² − 4k² cos(kx) φ² − 8k sin(kx) φφ′

= −k²φ − 8kφ [k cos(kx) φ + sin(kx) φ′] = (V − k²)φ.

So −φ″ + Vφ = k²φ, and φ(0) = 0. For the norm,

φ² = I′/(4kI²) = (−1/(4kI))′.

Because I ≥ a − 1 + 2kx grows without bound and I(0) = a, the integral of φ² over the half-line is 1/(4ka). The normalised state is 2√(ka) φ; in your example it is 2 sin(x)/I.

As 1/I → 0, so do φ, φ′ and therefore V.

For q > 0, q ≠ k, define

W = [q sin(kx) cos(qx) − k cos(kx) sin(qx)]/(k² − q²).

The cosine products cancel on differentiation, leaving W′ = sin(kx) sin(qx). Let ψ = sin(qx) − 4kφW. Then

ψ″ = −q² sin(qx) − 4k [φ″W + 2φ′W′ + φW″],

W″ = k cos(kx) sin(qx) + q sin(kx) cos(qx).

Insert φ″ = (V − k²)φ and subtract (V − q²)ψ:

ψ″ − (V − q²)ψ = −V sin(qx) − 4k [(q² − k²)φW + 2φ′W′ + φW″].

By the definition of W, the terms with cos(qx) cancel, and the bracket becomes

2 sin(qx) [k cos(kx) φ + sin(kx) φ′].

Multiplied by −4k, this is V sin(qx), so the right-hand side is zero. Finally ψ(0) = 0, and since W is bounded, φW → 0 and ψ approaches sin(qx).

The same argument in Lean:

```lean
import Mathlib

open Filter Topology MeasureTheory Set

namespace BoundStateInContinuum

noncomputable section

/-- The function `I(x) = a + 2kx - sin 2kx`. -/
def weight (k a x : ℝ) : ℝ := a + 2 * k * x - Real.sin (2 * k * x)

/-- The potential `V = -2 (log I)''`, used where `I > 0`. -/
def potential (k a x : ℝ) : ℝ :=
  -2 * deriv (deriv (fun y => Real.log (weight k a y))) x

/-- The wave function `φ = sin(kx) / I(x)`, used where `I > 0`. -/
def boundState (k a x : ℝ) : ℝ := Real.sin (k * x) / weight k a x

/-- The expression `k cos(kx) / I - 4k sin(kx) φ²`, used where `I > 0`. -/
def boundSlope (k a x : ℝ) : ℝ :=
  k * Real.cos (k * x) / weight k a x
    - 4 * k * (Real.sin (k * x) * (boundState k a x * boundState k a x))

/-- The expression `(q sin kx cos qx - k cos kx sin qx) / (k² - q²)`, for `q² ≠ k²`. -/
def overlap (k q x : ℝ) : ℝ :=
  (q * (Real.sin (k * x) * Real.cos (q * x)) - k * (Real.cos (k * x) * Real.sin (q * x)))
    / (k ^ 2 - q ^ 2)

/-- The wave `sin(qx) - 4k φ W`, with `W` the overlap; used where `I > 0` and `q² ≠ k²`. -/
def scatteringState (k a q x : ℝ) : ℝ :=
  Real.sin (q * x) - 4 * k * (boundState k a x * overlap k q x)

/-- `ψ` solves `-ψ'' + V ψ = E ψ` on the half-line `x ≥ 0`. -/
def SolvesSchrodinger (V : ℝ → ℝ) (E : ℝ) (ψ : ℝ → ℝ) : Prop :=
  ∃ dψ : ℝ → ℝ, ∀ x, 0 ≤ x →
    HasDerivAt ψ (dψ x) x ∧ HasDerivAt dψ ((V x - E) * ψ x) x

lemma sin_mul (k x : ℝ) :
    HasDerivAt (fun y => Real.sin (k * y)) (k * Real.cos (k * x)) x :=
  ((hasDerivAt_id' x).const_mul k).sin.congr_deriv (by ring)

lemma cos_mul (k x : ℝ) :
    HasDerivAt (fun y => Real.cos (k * y)) (-(k * Real.sin (k * x))) x :=
  ((hasDerivAt_id' x).const_mul k).cos.congr_deriv (by ring)

/-- The derivative of `I` is `4k sin²(kx)`. -/
theorem weight_hasDerivAt (k a x : ℝ) :
    HasDerivAt (weight k a) (4 * k * Real.sin (k * x) ^ 2) x := by
  have h := (((hasDerivAt_id' x).const_mul (2 * k)).const_add a).fun_sub (sin_mul (2 * k) x)
  refine h.congr_deriv ?_
  rw [show 2 * k * x = 2 * (k * x) by ring, Real.cos_two_mul]
  linear_combination (-4 * k) * Real.sin_sq_add_cos_sq (k * x)

lemma weight_pos {k a x : ℝ} (hk : 0 < k) (ha : 0 < a) (hx : 0 ≤ x) :
    0 < weight k a x := by
  have h := Real.sin_le (show 0 ≤ 2 * k * x by positivity)
  unfold weight
  linarith

lemma boundState_hasDerivAt {k a x : ℝ} (hI : weight k a x ≠ 0) :
    HasDerivAt (boundState k a) (boundSlope k a x) x := by
  refine ((sin_mul k x).fun_div (weight_hasDerivAt k a x) hI).congr_deriv ?_
  simp only [boundSlope, boundState]
  field_simp

/-- Where `I ≠ 0`, the potential is `-8k (sin(kx) φ)'`, written out by the product rule. -/
theorem potential_eq {k a x : ℝ} (hI : weight k a x ≠ 0) :
    potential k a x = -(8 * k) * (k * Real.cos (k * x) * boundState k a x
      + Real.sin (k * x) * boundSlope k a x) := by
  -- near x the logarithmic derivative of I is 4k sin(kx) φ
  have hev : deriv (fun y => Real.log (weight k a y)) =ᶠ[𝓝 x]
      fun y => 4 * k * (Real.sin (k * y) * boundState k a y) := by
    filter_upwards [(weight_hasDerivAt k a x).continuousAt.eventually_ne hI] with y hy
    rw [((weight_hasDerivAt k a y).log hy).deriv, boundState]
    ring
  have h := ((sin_mul k x).fun_mul (boundState_hasDerivAt hI)).const_mul (4 * k)
  rw [potential, hev.deriv_eq, h.deriv]
  ring

lemma boundSlope_hasDerivAt {k a x : ℝ} (hI : weight k a x ≠ 0) :
    HasDerivAt (boundSlope k a) ((potential k a x - k ^ 2) * boundState k a x) x := by
  have hφ := boundState_hasDerivAt hI
  have h1 := ((cos_mul k x).const_mul k).fun_div (weight_hasDerivAt k a x) hI
  have h2 := ((sin_mul k x).fun_mul (hφ.fun_mul hφ)).const_mul (4 * k)
  refine (h1.fun_sub h2).congr_deriv ?_
  rw [potential_eq hI]
  simp only [boundState]
  field_simp
  ring

/-- For `k, a > 0` the state `φ` is square integrable on the half-line, with
`∫ φ² = 1 / (4ka)`. -/
theorem boundState_norm {k a : ℝ} (hk : 0 < k) (ha : 0 < a) :
    IntegrableOn (fun x => boundState k a x ^ 2) (Ioi 0) ∧
      ∫ x in Ioi 0, boundState k a x ^ 2 = 1 / (4 * k * a) := by
  -- φ² is the derivative of -1/(4kI)
  have hd : ∀ x ∈ Ici (0 : ℝ), HasDerivAt (fun y => -(1 / (4 * k)) * (weight k a y)⁻¹)
      (boundState k a x ^ 2) x := by
    intro x hx
    have hI := (weight_pos hk ha hx).ne'
    refine (((weight_hasDerivAt k a x).inv hI).const_mul (-(1 / (4 * k)))).congr_deriv ?_
    simp only [boundState]
    field_simp
  have hl := (tendsto_inv_weight (a := a) hk).const_mul (-(1 / (4 * k)))
  rw [mul_zero] at hl
  have hp : ∀ x ∈ Ioi (0 : ℝ), 0 ≤ boundState k a x ^ 2 := fun x _ => sq_nonneg _
  refine ⟨integrableOn_Ioi_deriv_of_nonneg' hd hp hl, ?_⟩
  have h : ∫ x in Ioi 0, boundState k a x ^ 2 = 0 - -(1 / (4 * k)) * (weight k a 0)⁻¹ :=
    integral_Ioi_of_hasDerivAt_of_nonneg' hd hp hl
  rw [h, show weight k a 0 = a by simp [weight]]
  ring
where
  tendsto_inv_weight {k a : ℝ} (hk : 0 < k) :
      Tendsto (fun x => (weight k a x)⁻¹) atTop (𝓝 0) := by
    refine tendsto_inv_atTop_zero.comp (tendsto_atTop_mono (fun x => ?_)
      (tendsto_atTop_add_const_left _ (a - 1)
        (tendsto_id.const_mul_atTop (show 0 < 2 * k by positivity))))
    have h := Real.sin_le_one (2 * k * x)
    simp only [weight, id]
    linarith

lemma bounded_mul {b f : ℝ → ℝ} (hb : ∀ x, |b x| ≤ 1) (hf : Tendsto f atTop (𝓝 0)) :
    Tendsto (fun x => b x * f x) atTop (𝓝 0) := by
  refine squeeze_zero_norm (a := fun x => |f x|) (fun x => ?_) (by simpa using hf.abs)
  rw [Real.norm_eq_abs, abs_mul]
  exact mul_le_of_le_one_left (abs_nonneg _) (hb x)

lemma boundState_tendsto {k : ℝ} (a : ℝ) (hk : 0 < k) :
    Tendsto (boundState k a) atTop (𝓝 0) :=
  (bounded_mul (fun x => Real.abs_sin_le_one (k * x))
    (boundState_norm.tendsto_inv_weight (a := a) hk)).congr
    fun x => by simp only [boundState, div_eq_mul_inv]

/-- For `k, a > 0` the potential tends to zero at infinity. -/
theorem potential_tendsto {k a : ℝ} (hk : 0 < k) (ha : 0 < a) :
    Tendsto (potential k a) atTop (𝓝 0) := by
  have hφ := boundState_tendsto a hk
  have hc := fun x => Real.abs_cos_le_one (k * x)
  have hs := fun x => Real.abs_sin_le_one (k * x)
  have hφ2 := hφ.mul hφ
  rw [mul_zero] at hφ2
  have h1 := (bounded_mul hc (boundState_norm.tendsto_inv_weight (a := a) hk)).const_mul k
  have h2 := h1.sub ((bounded_mul hs hφ2).const_mul (4 * k))
  simp only [mul_zero, sub_zero] at h2
  have h3 := (((bounded_mul hc hφ).const_mul k).add (bounded_mul hs h2)).const_mul (-(8 * k))
  simp only [mul_zero, add_zero] at h3
  refine h3.congr' ?_
  filter_upwards [eventually_ge_atTop 0] with x hx
  rw [potential_eq (weight_pos hk ha hx).ne', boundSlope]
  ring

/-- For `k, a > 0` and every `q > 0` other than `k`, the scattering state vanishes at the
origin, has energy `q²` in the potential `V`, and approaches `sin(qx)` at infinity. -/
theorem scatteringState_spec {k a q : ℝ} (hk : 0 < k) (ha : 0 < a) (hq : 0 < q)
    (hqk : q ≠ k) :
    scatteringState k a q 0 = 0 ∧
      SolvesSchrodinger (potential k a) (q ^ 2) (scatteringState k a q) ∧
      Tendsto (fun x => scatteringState k a q x - Real.sin (q * x)) atTop (𝓝 0) := by
  have hD : k ^ 2 - q ^ 2 ≠ 0 := by
    rw [sq_sub_sq]
    exact mul_ne_zero (by positivity) (sub_ne_zero.mpr hqk.symm)
  refine ⟨by simp [scatteringState, boundState], ⟨fun x => q * Real.cos (q * x) - 4 * k *
    (boundSlope k a x * overlap k q x
      + boundState k a x * (Real.sin (k * x) * Real.sin (q * x))), fun x hx => ?_⟩, ?_⟩
  · have hI := (weight_pos hk ha hx).ne'
    have hφ := boundState_hasDerivAt hI
    -- the overlap is an antiderivative of sin(kx) sin(qx)
    have hW : HasDerivAt (overlap k q) (Real.sin (k * x) * Real.sin (q * x)) x := by
      refine (((((sin_mul k x).fun_mul (cos_mul q x)).const_mul q).fun_sub
        (((cos_mul k x).fun_mul (sin_mul q x)).const_mul k)).div_const
          (k ^ 2 - q ^ 2)).congr_deriv ?_
      rw [div_eq_iff hD]
      ring
    refine ⟨(sin_mul q x).fun_sub ((hφ.fun_mul hW).const_mul (4 * k)), ?_⟩
    have h := ((cos_mul q x).const_mul q).fun_sub
      ((((boundSlope_hasDerivAt hI).fun_mul hW).fun_add
        (hφ.fun_mul ((sin_mul k x).fun_mul (sin_mul q x)))).const_mul (4 * k))
    refine h.congr_deriv ?_
    have hW' : overlap k q x * (k ^ 2 - q ^ 2) = q * (Real.sin (k * x) * Real.cos (q * x))
        - k * (Real.cos (k * x) * Real.sin (q * x)) := div_mul_cancel₀ _ hD
    simp only [scatteringState]
    linear_combination 4 * k * boundState k a x * hW' - Real.sin (q * x) * potential_eq hI
  · have hφ := boundState_tendsto a hk
    have h1 := bounded_mul (fun x => Real.abs_sin_le_one (k * x))
      (bounded_mul (fun x => Real.abs_cos_le_one (q * x)) hφ)
    have h2 := bounded_mul (fun x => Real.abs_cos_le_one (k * x))
      (bounded_mul (fun x => Real.abs_sin_le_one (q * x)) hφ)
    have h := ((h1.const_mul q).sub (h2.const_mul k)).const_mul (-(4 * k) / (k ^ 2 - q ^ 2))
    simp only [mul_zero, sub_zero] at h
    refine h.congr fun x => ?_
    simp only [scatteringState, overlap]
    ring

/-- For `k, a > 0` the potential `V` tends to zero at infinity, yet `φ` vanishes at the
origin, has energy `k²` and is square integrable with `∫ φ² = 1 / (4ka)`. At every other
energy `q²`, `q > 0`, a solution vanishing at the origin approaches `sin(qx)`. -/
theorem bound_state_in_continuum {k a : ℝ} (hk : 0 < k) (ha : 0 < a) :
    Tendsto (potential k a) atTop (𝓝 0) ∧
    boundState k a 0 = 0 ∧
    SolvesSchrodinger (potential k a) (k ^ 2) (boundState k a) ∧
    IntegrableOn (fun x => boundState k a x ^ 2) (Ioi 0) ∧
    ∫ x in Ioi 0, boundState k a x ^ 2 = 1 / (4 * k * a) ∧
    ∀ q, 0 < q → q ≠ k → ∃ ψ : ℝ → ℝ, ψ 0 = 0 ∧
      SolvesSchrodinger (potential k a) (q ^ 2) ψ ∧
      Tendsto (fun x => ψ x - Real.sin (q * x)) atTop (𝓝 0) :=
  ⟨potential_tendsto hk ha, by simp [boundState],
    ⟨boundSlope k a, fun _ hx => ⟨boundState_hasDerivAt (weight_pos hk ha hx).ne',
      boundSlope_hasDerivAt (weight_pos hk ha hx).ne'⟩⟩,
    (boundState_norm hk ha).1, (boundState_norm hk ha).2,
    fun q hq hqk => ⟨scatteringState k a q, scatteringState_spec hk ha hq hqk⟩⟩

end

end BoundStateInContinuum
```

```lean
#print axioms BoundStateInContinuum.bound_state_in_continuum
```

```
'BoundStateInContinuum.bound_state_in_continuum' depends on axioms: [propext, Classical.choice, Quot.sound]
```

**What the theorem says.** `bound_state_in_continuum` assumes only `0 < k` and `0 < a`. Its conclusions are, in order: V tends to zero; φ vanishes at the wall; φ solves the equation at energy k²; φ² is integrable on x > 0; its integral is 1/(4ka); and for every positive q ≠ k there is a wave ψ as above.

The functions `weight`, `potential` and `boundState` are I, V and the unnormalised φ. `overlap` is W, a running integral of two sines and not an inner product of normalised states. `SolvesSchrodinger V E ψ` says that ψ has a slope `dψ` at every x ≥ 0, and that this slope has derivative (V − E)ψ. At x = 0 the derivatives are two-sided, which is harmless because the formulas extend smoothly a little way past the wall.

The step left to you is from these solutions to the Hamiltonian: defining −d²/dx² + V as a self-adjoint operator with the wall condition, and identifying its continuous spectrum.

For one particle on a half-line in this specially built potential, a numerical search for bound states that stops at the asymptotic value of V would miss φ.

**How Lean reaches it.** `weight_hasDerivAt` and `weight_pos` supply I′ and the positivity of I. `potential_eq` turns the literal second derivative of log I into the product-rule formula for V. It first shows that the formula for (log I)′ holds in a neighbourhood of x, since agreement at a single point would not permit a second differentiation.

`boundState_hasDerivAt` and `boundSlope_hasDerivAt` are the two differentiations of φ, with `field_simp` and `ring` collecting the terms. `boundState_norm` uses the antiderivative −1/(4kI): a nonnegative derivative whose antiderivative has a limit at infinity is integrable, and the boundary values give the integral.

`bounded_mul` says that a factor of size at most 1 times a function tending to zero tends to zero. It yields the limits in `boundState_tendsto` and `potential_tendsto`, and that of the correction φW. In `scatteringState_spec`, `hW` is the formula for W′, and the closing `linear_combination` performs the cancellation above from the definition of W and the formula for V. The final theorem assembles these results.
